# Without annihilation, walkers lose their net sign per head when the signed propagator's eigenvalues lie below the population's growth factor in modulus

Take three determinants. In each step a walker leaves two walkers of its own sign where it stands and one of opposite sign on each of the other two determinants. I start with one positive walker and never annihilate. The differences between positive and negative populations run

(1, 0, 0), (2, −1, −1), (6, −3, −3), (18, −9, −9), …

while the total number of walkers runs 1, 4, 16, 64. The signed vector is propagated correctly and even grows, yet the signal per walker goes 1, 1, 3/4, 9/16. Is this peculiar to the triangle, or should I expect it in FCIQMC whenever opposite signs are left to coexist?

## Sum and difference grow at different rates

It is not peculiar to the triangle. It happens whenever the dynamics that ignores sign has a growth mode that is positive on every determinant, and every mode of the signed dynamics grows strictly more slowly than that one. Let A and B be symmetric matrices with nonnegative entries, A for spawning with the parent's sign and B for spawning with the opposite sign. The populations p and n obey

p′ = Ap + Bn,  n′ = Bp + An.

Subtracting and adding gives, for d = p − n and s = p + n,

d′ = (A − B)d,  s′ = (A + B)s.

In your triangle the relevant growth factors are 3 and 4.

In general, suppose (A + B)u = μu with every uᵢ > 0, and every eigenvalue of A − B is below μ in modulus. Write d(k), s(k) for the vectors after k steps. By symmetry,

u·s(k+1) = ((A + B)u)·s(k) = μ u·s(k), so u·s(k) = μᵏW, with W = u·s(0).

If the initial populations are nonnegative and not both zero, W > 0. There is then at least one determinant, so A − B has an eigenvalue and μ > 0. Populations stay nonnegative, and each uᵢ is at most U = ∑uᵢ, so the total population N(k) = ∑sᵢ(k) satisfies

μᵏW ≤ U N(k).

Hence N(k) > 0. Now expand d(0) = ∑ⱼ cⱼvⱼ in orthonormal eigenvectors of A − B with eigenvalues eⱼ:

dᵢ(k)/μᵏ = ∑ⱼ cⱼ(vⱼ)ᵢ(eⱼ/μ)ᵏ → 0.

The signal S(k) = ∑|dᵢ(k)| therefore also vanishes relative to μᵏ, and

0 ≤ S(k)/N(k) ≤ (S(k)/μᵏ)(U/W) → 0.

## What the theorem says about walkers

In `signal_lost`, the finite type `ι` labels determinants, and `walk A B p n k` is the pair of populations after `k` steps. `signal` and `population` are S and N. The conclusion is that the population is positive at every step and that the ratio tends to zero.

The hypothesis `hu` supplies the growth mode of the sign-blind dynamics; `hgap` says that every signed mode grows more slowly. Both are assumed. The strict inequality matters: for one determinant with A = 1, B = 0 and only positive walkers, the eigenvalue equals μ and the ratio stays 1.

Populations are real numbers and the step is deterministic, as for mean populations under unbiased spawning with fixed rates. To read it as FCIQMC, put the positive entries of 1 − τ(H − λ) into A and the magnitudes of the negative ones into B, where H is the real symmetric Hamiltonian matrix between determinants, τ the time step and λ a constant shift; the file itself contains no Hamiltonian. For such a finite, fixed-shift model with a positive growth mode and the gap condition, the signal per walker tends to zero as the run without annihilation gets longer, though it need not fall at every step. No rate or statistical error is given.

In Lean 4 with Mathlib:

```lean
import Mathlib

open Matrix Filter Topology

namespace FCIQMCSignProblem

variable {ι : Type*} [Fintype ι] [DecidableEq ι]

/-- One spawning step without annihilation: `A` creates walkers of the parent's sign,
`B` creates walkers of the opposite sign. -/
def step (A B : Matrix ι ι ℝ) (w : (ι → ℝ) × (ι → ℝ)) : (ι → ℝ) × (ι → ℝ) :=
  (A *ᵥ w.1 + B *ᵥ w.2, B *ᵥ w.1 + A *ᵥ w.2)

/-- The positive and negative walker populations after `k` steps, started from `p` and `n`. -/
def walk (A B : Matrix ι ι ℝ) (p n : ι → ℝ) (k : ℕ) : (ι → ℝ) × (ι → ℝ) :=
  (step A B)^[k] (p, n)

/-- The net signed signal, `∑ |pᵢ - nᵢ|`. -/
def signal (w : (ι → ℝ) × (ι → ℝ)) : ℝ := ∑ i, |w.1 i - w.2 i|

/-- The total number of walkers of both signs, `∑ (pᵢ + nᵢ)`. -/
def population (w : (ι → ℝ) × (ι → ℝ)) : ℝ := ∑ i, (w.1 i + w.2 i)

/-- The difference of the two populations evolves under `A - B`, their sum under `A + B`. -/
theorem walk_decouples (A B : Matrix ι ι ℝ) (p n : ι → ℝ) (k : ℕ) :
    (walk A B p n k).1 - (walk A B p n k).2 = (A - B) ^ k *ᵥ (p - n) ∧
    (walk A B p n k).1 + (walk A B p n k).2 = (A + B) ^ k *ᵥ (p + n) := by
  induction k with
  | zero => simp [walk]
  | succ k ih =>
    have hs : walk A B p n (k + 1) = step A B (walk A B p n k) :=
      Function.iterate_succ_apply' _ _ _
    rw [hs, pow_succ', pow_succ', ← Matrix.mulVec_mulVec, ← Matrix.mulVec_mulVec,
      ← ih.1, ← ih.2]
    simp only [step, Matrix.sub_mulVec, Matrix.add_mulVec, Matrix.mulVec_sub,
      Matrix.mulVec_add]
    constructor <;> abel

omit [DecidableEq ι] in
/-- With nonnegative spawning matrices, nonnegative populations stay nonnegative. -/
theorem walk_nonneg {A B : Matrix ι ι ℝ} (hA : ∀ i j, 0 ≤ A i j) (hB : ∀ i j, 0 ≤ B i j)
    {p n : ι → ℝ} (hp : ∀ i, 0 ≤ p i) (hn : ∀ i, 0 ≤ n i) (k : ℕ) :
    ∀ i, 0 ≤ (walk A B p n k).1 i ∧ 0 ≤ (walk A B p n k).2 i := by
  have key : ∀ (M : Matrix ι ι ℝ) (x : ι → ℝ), (∀ i j, 0 ≤ M i j) → (∀ j, 0 ≤ x j) →
      ∀ i, 0 ≤ (M *ᵥ x) i :=
    fun M x hM hx i => Finset.sum_nonneg fun j _ => mul_nonneg (hM i j) (hx j)
  induction k with
  | zero => exact fun i => ⟨hp i, hn i⟩
  | succ k ih =>
    have hs : walk A B p n (k + 1) = step A B (walk A B p n k) :=
      Function.iterate_succ_apply' _ _ _
    rw [hs]
    have h1 := fun i => (ih i).1
    have h2 := fun i => (ih i).2
    exact fun i => ⟨add_nonneg (key A _ hA h1 i) (key B _ hB h2 i),
      add_nonneg (key B _ hB h1 i) (key A _ hA h2 i)⟩

/-- Repeated propagation multiplies an eigenvector by the power of its eigenvalue. -/
theorem pow_mulVec_eigen {M : Matrix ι ι ℝ} {v : ι → ℝ} {e : ℝ} (h : M *ᵥ v = e • v)
    (k : ℕ) : M ^ k *ᵥ v = e ^ k • v := by
  induction k with
  | zero => simp
  | succ k ih =>
    rw [pow_succ, ← Matrix.mulVec_mulVec, h, Matrix.mulVec_smul, ih, smul_smul, pow_succ,
      mul_comm]

/-- For symmetric `A` and `B`, the population weighted with an eigenvector `u` of `A + B`
is multiplied by the eigenvalue `μ` at each step. -/
theorem weighted_population {A B : Matrix ι ι ℝ} (hA : A.IsSymm) (hB : B.IsSymm)
    {u : ι → ℝ} {μ : ℝ} (hu : (A + B) *ᵥ u = μ • u) (p n : ι → ℝ) (k : ℕ) :
    u ⬝ᵥ ((walk A B p n k).1 + (walk A B p n k).2) = μ ^ k * (u ⬝ᵥ (p + n)) := by
  have h : u ᵥ* (A + B) ^ k = μ ^ k • u := by
    rw [← pow_mulVec_eigen hu k, ← Matrix.vecMul_transpose, Matrix.transpose_pow,
      Matrix.transpose_add, hA.eq, hB.eq]
  rw [(walk_decouples A B p n k).2, Matrix.dotProduct_mulVec, h, smul_dotProduct, smul_eq_mul]

/-- If all eigenvalues of a symmetric matrix `D` on a nonempty space lie below `μ` in modulus,
then `μ` is positive and every component of `D ^ k d` becomes negligible against `μ ^ k`. -/
theorem signed_decay {D : Matrix ι ι ℝ} (hD : D.IsSymm) {μ : ℝ}
    (hgap : ∀ (e : ℝ) (v : ι → ℝ), v ≠ 0 → D *ᵥ v = e • v → |e| < μ) (d : ι → ℝ) (i : ι) :
    0 < μ ∧ Tendsto (fun k : ℕ => (D ^ k *ᵥ d) i / μ ^ k) atTop (𝓝 0) := by
  have hH : D.IsHermitian := by
    rw [Matrix.IsHermitian, Matrix.conjTranspose_eq_transpose_of_trivial]
    exact hD
  -- expand `d` in the orthonormal eigenvectors of `D`
  let b := hH.eigenvectorBasis
  let v : ι → ι → ℝ := fun j => (b j).ofLp
  let c : ι → ℝ := fun j => b.repr (WithLp.toLp 2 d) j
  have hv : ∀ j, D *ᵥ v j = hH.eigenvalues j • v j := fun j => hH.mulVec_eigenvectorBasis j
  have hl : ∀ j, |hH.eigenvalues j| < μ := fun j =>
    hgap _ (v j) (fun h => b.orthonormal.ne_zero j (WithLp.ofLp_injective 2 h)) (hv j)
  have hd : d = ∑ j, c j • v j := by
    have h := congrArg WithLp.ofLp (b.sum_repr (WithLp.toLp 2 d))
    simp only [WithLp.ofLp_sum, WithLp.ofLp_smul] at h
    exact h.symm
  have hμ : 0 < μ := lt_of_le_of_lt (abs_nonneg _) (hl i)
  have hlim : Tendsto (fun k : ℕ => ∑ j, c j * v j i * (hH.eigenvalues j / μ) ^ k) atTop
      (𝓝 (∑ j, c j * v j i * 0)) :=
    tendsto_finsetSum _ fun j _ => (tendsto_pow_atTop_nhds_zero_of_abs_lt_one (by
      rw [abs_div, abs_of_pos hμ, div_lt_one hμ]
      exact hl j)).const_mul _
  simp only [mul_zero, Finset.sum_const_zero] at hlim
  refine ⟨hμ, hlim.congr fun k => ?_⟩
  have hk := map_sum (D ^ k).mulVecLin (fun j => c j • v j) Finset.univ
  simp only [Matrix.mulVecLin_apply, Matrix.mulVec_smul] at hk
  rw [← hd] at hk
  rw [hk, Finset.sum_apply, Finset.sum_div]
  refine Finset.sum_congr rfl fun j _ => ?_
  rw [pow_mulVec_eigen (hv j) k]
  simp only [Pi.smul_apply, smul_eq_mul, div_pow]
  ring

/-- Sign problem without annihilation: let `A`, `B` be symmetric and nonnegative, `u` a positive
eigenvector of `A + B` with eigenvalue `μ`, and all eigenvalues of `A - B` below `μ` in modulus.
From nonnegative populations, not both zero, the total population stays positive and the
signal per walker tends to zero. -/
theorem signal_lost {A B : Matrix ι ι ℝ} (hA : A.IsSymm) (hB : B.IsSymm)
    (hA0 : ∀ i j, 0 ≤ A i j) (hB0 : ∀ i j, 0 ≤ B i j) {u : ι → ℝ} {μ : ℝ}
    (hu0 : ∀ i, 0 < u i) (hu : (A + B) *ᵥ u = μ • u)
    (hgap : ∀ (e : ℝ) (v : ι → ℝ), v ≠ 0 → (A - B) *ᵥ v = e • v → |e| < μ)
    {p n : ι → ℝ} (hp : ∀ i, 0 ≤ p i) (hn : ∀ i, 0 ≤ n i) (hpn : p + n ≠ 0) :
    (∀ k, 0 < population (walk A B p n k)) ∧
    Tendsto (fun k => signal (walk A B p n k) / population (walk A B p n k)) atTop (𝓝 0) := by
  obtain ⟨i₀, hi₀⟩ := Function.ne_iff.1 hpn
  have hdec := signed_decay (hA.sub hB) hgap (p - n)
  have hμ := (hdec i₀).1
  have hs0 : ∀ i, 0 ≤ (p + n) i := fun i => add_nonneg (hp i) (hn i)
  have hc : 0 < u ⬝ᵥ (p + n) :=
    Finset.sum_pos' (fun i _ => mul_nonneg (hu0 i).le (hs0 i))
      ⟨i₀, Finset.mem_univ _, mul_pos (hu0 i₀) (lt_of_le_of_ne (hs0 i₀) (Ne.symm hi₀))⟩
  -- the plain population dominates the weighted one, which grows as `μ ^ k`
  have hgrow : ∀ k, μ ^ k * (u ⬝ᵥ (p + n)) ≤ (∑ i, u i) * population (walk A B p n k) := by
    intro k
    rw [← weighted_population hA hB hu p n k, population, Finset.mul_sum]
    refine Finset.sum_le_sum fun i _ => ?_
    have hw := walk_nonneg hA0 hB0 hp hn k i
    exact mul_le_mul_of_nonneg_right
      (Finset.single_le_sum (fun j _ => (hu0 j).le) (Finset.mem_univ i))
      (add_nonneg hw.1 hw.2)
  have hpop : ∀ k, 0 < population (walk A B p n k) := fun k =>
    pos_of_mul_pos_right ((mul_pos (pow_pos hμ k) hc).trans_le (hgrow k))
      (Finset.sum_nonneg fun i _ => (hu0 i).le)
  have hsig : ∀ k, 0 ≤ signal (walk A B p n k) :=
    fun k => Finset.sum_nonneg fun i _ => abs_nonneg _
  have hlim : Tendsto (fun k => signal (walk A B p n k) / μ ^ k) atTop (𝓝 0) := by
    have h := tendsto_finsetSum Finset.univ fun i _ => (hdec i).2.abs
    simp only [abs_zero, Finset.sum_const_zero] at h
    refine h.congr fun k => ?_
    rw [signal, Finset.sum_div]
    refine Finset.sum_congr rfl fun i _ => ?_
    rw [← (walk_decouples A B p n k).1, abs_div, abs_of_pos (pow_pos hμ k), Pi.sub_apply]
  refine ⟨hpop, squeeze_zero (fun k => div_nonneg (hsig k) (hpop k).le) (fun k => ?_)
    (by simpa only [zero_mul] using hlim.mul_const ((∑ i, u i) / (u ⬝ᵥ (p + n))))⟩
  rw [div_mul_div_comm, div_le_div_iff₀ (hpop k) (mul_pos (pow_pos hμ k) hc), mul_assoc]
  exact mul_le_mul_of_nonneg_left (hgrow k) (hsig k)

/-- Three determinants coupled in a frustrated triangle, with `A = 2` on the diagonal, `B = 1` off
the diagonal, `u = (1, 1, 1)` and `μ = 4`, meet the matrix hypotheses of `signal_lost`. -/
theorem signal_lost_witness :
    let A : Matrix (Fin 3) (Fin 3) ℝ := !![2, 0, 0; 0, 2, 0; 0, 0, 2]
    let B : Matrix (Fin 3) (Fin 3) ℝ := !![0, 1, 1; 1, 0, 1; 1, 1, 0]
    let u : Fin 3 → ℝ := fun _ => 1
    A.IsSymm ∧ B.IsSymm ∧ (∀ i j, 0 ≤ A i j) ∧ (∀ i j, 0 ≤ B i j) ∧ (∀ i, 0 < u i) ∧
      (A + B) *ᵥ u = (4 : ℝ) • u ∧
      ∀ (e : ℝ) (v : Fin 3 → ℝ), v ≠ 0 → (A - B) *ᵥ v = e • v → |e| < 4 := by
  intro A B u
  refine ⟨?_, ?_, ?_, ?_, fun _ => one_pos, ?_, fun e v hv h => ?_⟩
  · ext i j; fin_cases i <;> fin_cases j <;> simp [A]
  · ext i j; fin_cases i <;> fin_cases j <;> simp [B]
  · intro i j; fin_cases i <;> fin_cases j <;> simp [A]
  · intro i j; fin_cases i <;> fin_cases j <;> simp [B]
  · ext i
    fin_cases i <;> simp [A, B, u, Matrix.mulVec, dotProduct, Fin.sum_univ_three] <;> norm_num
  · have h0 := congrFun h 0
    have h1 := congrFun h 1
    have h2 := congrFun h 2
    simp [A, B, Matrix.mulVec, dotProduct, Fin.sum_univ_three] at h0 h1 h2
    -- summing the three equations: either `e = 0` or the components of `v` sum to zero
    have hs : e * (v 0 + v 1 + v 2) = 0 := by linarith
    rcases mul_eq_zero.1 hs with he | hS
    · rw [he]; norm_num
    · by_cases he : e = 3
      · rw [he]; norm_num
      · refine absurd (funext fun i => ?_) hv
        apply (mul_eq_zero.1 (?_ : (3 - e) * v i = 0)).resolve_left (sub_ne_zero.2 (Ne.symm he))
        fin_cases i
        · change (3 - e) * v 0 = 0
          linarith
        · change (3 - e) * v 1 = 0
          linarith
        · change (3 - e) * v 2 = 0
          linarith

end FCIQMCSignProblem
```

```lean
#print axioms FCIQMCSignProblem.signal_lost
-- 'FCIQMCSignProblem.signal_lost' depends on axioms: [propext, Classical.choice, Quot.sound]
```

## From the recurrences to the limit

`walk_decouples` proves the k-step form of the two recurrences by induction, and `walk_nonneg` keeps both populations nonnegative. `pow_mulVec_eigen` gives powers on eigenvectors; `weighted_population` uses it, with transposes, to move (A + B)ᵏ onto u.

`signed_decay` carries out the eigenvector expansion through `eigenvectorBasis` and takes the limit term by term. In `signal_lost`, `hgrow` is the bound μᵏW ≤ U N(k), `hlim` is S(k)/μᵏ → 0, and `squeeze_zero` combines them.

`signal_lost_witness` checks the matrix hypotheses for your triangle, with u = (1, 1, 1) and μ = 4. Adding the three eigenvalue equations gives e(v₀ + v₁ + v₂) = 0. Either e = 0, or the components sum to zero and each equation becomes (3 − e)vᵢ = 0, which forces e = 3 for nonzero v.
